# Exponentially regulated sum over the shifted, equally spaced mode frequencies n + θ

The lemma evaluates a sum over equally spaced mode frequencies n + θ, with n = 0, 1, 2, … and θ any real shift, each frequency damped by the factor exp(−ε(n + θ)). For every ε > 0 it states that the series converges to exp(−θε)·(1 − (1 − θ)(1 − q))/(1 − q)², where q = exp(−ε). Frequencies and cutoff are dimensionless, and the limit ε → 0 is not taken. The attempt adds Mathlib's sums for n·qⁿ and θ·qⁿ, multiplies by exp(−θε), and then tries to match the result to the stated terms and value.

This version doesn't compile in Lean 4 with Mathlib:

```lean
import Mathlib

open Filter Topology

namespace TwistedNormalOrdering

noncomputable section

/-- For a positive cutoff parameter the regulated sum over modes converges, and its value is
an elementary function of `exp (-ε)` and `exp (-θ ε)`. -/
theorem hasSum_regulated (θ : ℝ) {ε : ℝ} (hε : 0 < ε) :
    HasSum (fun n : ℕ => ((n : ℝ) + θ) * Real.exp (-ε * ((n : ℝ) + θ)))
      (Real.exp (-(θ * ε)) * (1 - (1 - θ) * (1 - Real.exp (-ε))) /
        (1 - Real.exp (-ε)) ^ 2) := by
  have hq0 : 0 < Real.exp (-ε) := Real.exp_pos _
  have hq1 : Real.exp (-ε) < 1 := Real.exp_lt_one (by linarith)
  have hne : 1 - Real.exp (-ε) ≠ 0 := by linarith
  have hnorm : ‖Real.exp (-ε)‖ < 1 := by
    rw [Real.norm_eq_abs, abs_of_pos hq0]
    exact hq1
  -- the geometric series and its derivative
  have h1 := hasSum_coe_mul_geometric_of_norm_lt_one hnorm
  have h2 := hasSum_geometric_of_lt_one hq0.le hq1
  have h := (h1.add (h2.mul_left θ)).mul_left (Real.exp (-(θ * ε)))
  convert h using 1
  · funext n
    have hexp : Real.exp (-ε * ((n : ℝ) + θ))
        = Real.exp (-(θ * ε)) * Real.exp (-ε) ^ n := by
      rw [← Real.exp_nat_mul, ← Real.exp_add]
      congr 1
      ring
    rw [hexp]
    ring
  · generalize Real.exp (-(θ * ε)) = p
    generalize Real.exp (-ε) = q at hne
    field_simp
    <;> ring

end

end TwistedNormalOrdering
```

The error:

```
Main.lean:16:34: error(lean.unknownIdentifier): Unknown constant `Real.exp_lt_one`
Main.lean:26:4: error: Tactic `apply` failed: could not unify the conclusion of `@funext`
  ?f = ?g
with the goal
  Real.instAddCommMonoid =
    CommRing.toNonUnitalCommRing.toNonUnitalNonAssocCommRing.toNonUnitalNonAssocSemiring.toAddCommMonoid

Note: The full type of `@funext` is
  ∀ {α : Sort ?u.114} {β : α → Sort ?u.113} {f g : (x : α) → β x}, (∀ (x : α), f x = g x) → f = g

case e'_3
θ ε : ℝ
hε : 0 < ε
hq0 : 0 < Real.exp (-ε)
hq1 : Real.exp (-ε) < 1
hne : 1 - Real.exp (-ε) ≠ 0
hnorm : ‖Real.exp (-ε)‖ < 1
h1 : HasSum (fun n => ↑n * Real.exp (-ε) ^ n) (Real.exp (-ε) / (1 - Real.exp (-ε)) ^ 2)
h2 : HasSum (fun n => Real.exp (-ε) ^ n) (1 - Real.exp (-ε))⁻¹
h :
  HasSum (fun i => Real.exp (-(θ * ε)) * (↑i * Real.exp (-ε) ^ i + θ * Real.exp (-ε) ^ i))
    (Real.exp (-(θ * ε)) * (Real.exp (-ε) / (1 - Real.exp (-ε)) ^ 2 + θ * (1 - Real.exp (-ε))⁻¹))
⊢ Real.instAddCommMonoid =
    CommRing.toNonUnitalCommRing.toNonUnitalNonAssocCommRing.toNonUnitalNonAssocSemiring.toAddCommMonoid
Try this:
  [apply] ring_nf
  
  The `ring` tactic failed to close the goal. Use `ring_nf` to obtain a normal form.
    
  Note that `ring` works primarily in *commutative* rings. If you have a noncommutative ring, abelian group or module, consider using `noncomm_ring`, `abel` or `module` instead.
Main.lean:34:2: error: unsolved goals
case e'_5
θ ε : ℝ
hε : 0 < ε
hq0 : 0 < Real.exp (-ε)
hq1 : Real.exp (-ε) < 1
hnorm : ‖Real.exp (-ε)‖ < 1
h1 : HasSum (fun n => ↑n * Real.exp (-ε) ^ n) (Real.exp (-ε) / (1 - Real.exp (-ε)) ^ 2)
h2 : HasSum (fun n => Real.exp (-ε) ^ n) (1 - Real.exp (-ε))⁻¹
h :
  HasSum (fun i => Real.exp (-(θ * ε)) * (↑i * Real.exp (-ε) ^ i + θ * Real.exp (-ε) ^ i))
    (Real.exp (-(θ * ε)) * (Real.exp (-ε) / (1 - Real.exp (-ε)) ^ 2 + θ * (1 - Real.exp (-ε))⁻¹))
p q : ℝ
hne : 1 - q ≠ 0
⊢ (fun n => ↑n * Real.exp (-(↑n * ε) - θ * ε) + θ * Real.exp (-(↑n * ε) - θ * ε)) = fun i =>
    θ * p * q ^ i + p * q ^ i * ↑i
Main.lean:14:36: error: unsolved goals
case e'_6
θ ε : ℝ
hε : 0 < ε
hq0 : 0 < Real.exp (-ε)
hq1 : Real.exp (-ε) < 1
hne : 1 - Real.exp (-ε) ≠ 0
hnorm : ‖Real.exp (-ε)‖ < 1
h1 : HasSum (fun n => ↑n * Real.exp (-ε) ^ n) (Real.exp (-ε) / (1 - Real.exp (-ε)) ^ 2)
h2 : HasSum (fun n => Real.exp (-ε) ^ n) (1 - Real.exp (-ε))⁻¹
h :
  HasSum (fun i => Real.exp (-(θ * ε)) * (↑i * Real.exp (-ε) ^ i + θ * Real.exp (-ε) ^ i))
    (Real.exp (-(θ * ε)) * (Real.exp (-ε) / (1 - Real.exp (-ε)) ^ 2 + θ * (1 - Real.exp (-ε))⁻¹))
⊢ Real.exp (-(θ * ε)) * (1 - (1 - θ) * (1 - Real.exp (-ε))) / (1 - Real.exp (-ε)) ^ 2 =
    Real.exp (-(θ * ε)) * (Real.exp (-ε) / (1 - Real.exp (-ε)) ^ 2 + θ * (1 - Real.exp (-ε))⁻¹)
```

After these edits no error is left:

```diff
@@ -14,5 +14,5 @@
         (1 - Real.exp (-ε)) ^ 2) := by
   have hq0 : 0 < Real.exp (-ε) := Real.exp_pos _
-  have hq1 : Real.exp (-ε) < 1 := Real.exp_lt_one (by linarith)
+  have hq1 : Real.exp (-ε) < 1 := Real.exp_lt_one_iff.mpr (by linarith)
   have hne : 1 - Real.exp (-ε) ≠ 0 := by linarith
   have hnorm : ‖Real.exp (-ε)‖ < 1 := by
@@ -23,6 +23,8 @@
   have h2 := hasSum_geometric_of_lt_one hq0.le hq1
   have h := (h1.add (h2.mul_left θ)).mul_left (Real.exp (-(θ * ε)))
-  convert h using 1
-  · funext n
+  have hf : (fun n : ℕ => ((n : ℝ) + θ) * Real.exp (-ε * ((n : ℝ) + θ))) =
+      fun n : ℕ => Real.exp (-(θ * ε)) *
+        ((n : ℝ) * Real.exp (-ε) ^ n + θ * Real.exp (-ε) ^ n) := by
+    funext n
     have hexp : Real.exp (-ε * ((n : ℝ) + θ))
         = Real.exp (-(θ * ε)) * Real.exp (-ε) ^ n := by
@@ -32,8 +34,11 @@
     rw [hexp]
     ring
-  · generalize Real.exp (-(θ * ε)) = p
-    generalize Real.exp (-ε) = q at hne
+  have hval : ∀ p q : ℝ, 1 - q ≠ 0 → p * (1 - (1 - θ) * (1 - q)) / (1 - q) ^ 2 =
+      p * (q / (1 - q) ^ 2 + θ * (1 - q)⁻¹) := by
+    intro p q hq
     field_simp
-    <;> ring
+    ring
+  rw [hf, hval (Real.exp (-(θ * ε))) (Real.exp (-ε)) hne]
+  exact h
 
 end
```

Diagnosis. The first error is a missing name: there is no constant `Real.exp_lt_one` here. The repair uses `Real.exp_lt_one_iff`, whose `.mpr` direction turns −ε < 0 into the bound wanted.

The other errors come from `convert h using 1`. It left three goals where the proof had bullets for two. The extra one, which came first, equates two ways of obtaining the additive structure on ℝ, and `funext` cannot apply to it. The second bullet therefore received the equality of the summands, where its `generalize` steps cut `p` and `q` loose from the exponentials still on the left, so `ring` could not close it. The equality of the values was left with no proof at all.

The repair states the two intended equalities outright, as `hf` for the summands and `hval` for the value, and rewrites the goal with them. `exact h` then finishes, since Lean accepts the two additive structures as equal by definition. In `hval`, quantifying over `p` and `q` does the work of `generalize`; replacing `<;> ring` by `ring` is mere tidying.
